# The larger of two reaction step energies t and −t is not differentiable at t = 0

A reaction is modelled here only by a finite, nonempty list of real step energies, and `maxStep` picks out the largest. The theorem `maxStep_kink` takes two steps of zero energy, shifts one by t and the other by −t, and states that the largest step energy, as a function of the real number t, is not differentiable at t = 0. The attempt first shows that this function is |t|, by proving an inequality in each direction. It then uses Mathlib's result that the absolute value is not differentiable at zero.

The failing Lean file:

```lean
import Mathlib

open Filter Topology

namespace MaxStepKink

noncomputable section

variable {ι : Type*} [Fintype ι] [Nonempty ι]

/-- The largest step energy of a reaction with step energies `G`. -/
def maxStep (G : ι → ℝ) : ℝ := Finset.univ.sup' Finset.univ_nonempty G

/-- No step energy exceeds the largest one. -/
theorem le_maxStep (G : ι → ℝ) (i : ι) : G i ≤ maxStep G :=
  Finset.le_sup' G (Finset.mem_univ i)

/-- For two steps of zero energy shifted by `t` and `-t`, the largest step is not
differentiable at `t = 0`. -/
theorem maxStep_kink :
    ¬ DifferentiableAt ℝ (fun t : ℝ => maxStep ((0 : Fin 2 → ℝ) + t • ![1, -1])) 0 := by
  have h : (fun t : ℝ => maxStep ((0 : Fin 2 → ℝ) + t • ![1, -1])) = fun t => |t| := by
    funext t
    apply le_antisymm
    · refine Finset.sup'_le _ _ fun i _ => ?_
      fin_cases i
      · simp [le_abs_self]
      · simp [neg_le_abs]
    · have h0 := le_maxStep ((0 : Fin 2 → ℝ) + t • ![1, -1]) 0
      have h1 := le_maxStep ((0 : Fin 2 → ℝ) + t • ![1, -1]) 1
      have e0 : ((0 : Fin 2 → ℝ) + t • ![1, -1]) 0 = t := by simp
      have e1 : ((0 : Fin 2 → ℝ) + t • ![1, -1]) 1 = -t := by simp
      rw [e0] at h0
      rw [e1] at h1
      exact abs_le'.2 ⟨h0, h1⟩
  rw [h]
  exact not_differentiableAt_abs_zero

end

end MaxStepKink
```

Compiling this gives:

```
Main.lean:31:16: error: Function expected at
  0 + t • ![1, -1]
but this term has type
  ?m.482

Note: Expected a function because this term is being applied to the argument
  0
Main.lean:31:58: error: unsolved goals
t : ℝ
h0 : (0 + t • ![1, -1]) 0 ≤ maxStep (0 + t • ![1, -1])
h1 : (0 + t • ![1, -1]) 1 ≤ maxStep (0 + t • ![1, -1])
⊢ sorry () = t
Main.lean:32:16: error: Function expected at
  0 + t • ![1, -1]
but this term has type
  ?m.520

Note: Expected a function because this term is being applied to the argument
  1
Main.lean:32:59: error: unsolved goals
t : ℝ
h0 : (0 + t • ![1, -1]) 0 ≤ maxStep (0 + t • ![1, -1])
h1 : (0 + t • ![1, -1]) 1 ≤ maxStep (0 + t • ![1, -1])
e0 : sorry = t
⊢ sorry () = -t
```

The change, after which it compiles:

```diff
@@ -29,9 +29,7 @@
     · have h0 := le_maxStep ((0 : Fin 2 → ℝ) + t • ![1, -1]) 0
       have h1 := le_maxStep ((0 : Fin 2 → ℝ) + t • ![1, -1]) 1
-      have e0 : ((0 : Fin 2 → ℝ) + t • ![1, -1]) 0 = t := by simp
-      have e1 : ((0 : Fin 2 → ℝ) + t • ![1, -1]) 1 = -t := by simp
-      rw [e0] at h0
-      rw [e1] at h1
-      exact abs_le'.2 ⟨h0, h1⟩
+      have e0 : ((0 : Fin 2 → ℝ) + t • ![1, -1] : Fin 2 → ℝ) 0 = t := by simp
+      have e1 : ((0 : Fin 2 → ℝ) + t • ![1, -1] : Fin 2 → ℝ) 1 = -t := by simp
+      exact abs_le'.2 ⟨e0.symm.le.trans h0, e1.symm.le.trans h1⟩
   rw [h]
   exact not_differentiableAt_abs_zero
```

The errors lie in the statements of `e0` and `e1`, which evaluate the shifted energies at the indices 0 and 1. "Function expected" means that Lean did not yet know the type of the sum `(0 : Fin 2 → ℝ) + t • ![1, -1]` when it met the index: the type was still the unknown `?m.482` (`?m.520` in `e1`). The annotation on `0` fixes the type of that term alone, and did not settle the type of the sum in time. In `h0` and `h1` the same sum is accepted, because `le_maxStep` expects a real-valued function there.

The two "unsolved goals" errors follow from this: the left side had become a `sorry` placeholder, which `simp` could not show equal to `t` or `-t`.

The repair writes `: Fin 2 → ℝ` after the whole sum, so Lean knows it is a function before applying it. This cures all four errors. The last step now chains `e0` and `e1` with `h0` and `h1` by transitivity instead of rewriting. The messages do not show whether that change was needed: Lean hides follow-on errors that involve a `sorry` placeholder, so its silence about the old rewrites does not mean that they worked.
